# The Gordon identity for the current between free Dirac spinors

## Spinors, momenta and the spin matrix

In units with $\hbar=c=1$, a free Dirac particle of mass $m$ and momentum $p$ is described by a column spinor $u$ with $\not p\,u = m u$, where $\not p = p_\nu\gamma^\nu$. The outgoing particle has momentum $q$ and a row spinor $w$ with $w\not q = m w$. Many textbooks write $p'$ for this $q$ and keep $q$ for the momentum transfer, which here is $q-p$. Repeated indices are summed, and

$$\gamma^\mu\gamma^\nu+\gamma^\nu\gamma^\mu = 2g^{\mu\nu},\qquad \sigma^{\mu\nu}=\tfrac{i}{2}[\gamma^\mu,\gamma^\nu],\qquad p^\mu=g^{\mu\nu}p_\nu .$$

## Convection and spin in the current

The matrix element $w\gamma^\mu u$ couples the particle to an electromagnetic field, but it does not show which part comes from the motion of the charge and which from the spin. For $m\neq0$ the Gordon identity separates them:

$$w\gamma^\mu u=\frac{1}{2m}\,w\big[(q+p)^\mu+i\sigma^{\mu\nu}(q-p)_\nu\big]u .$$

In relativistic quantum mechanics the second term is used to read off the magnetic moment of the Dirac particle. This form, with fixed momenta, is for free spinors. For orbitals in an electromagnetic potential the momenta become derivatives of the orbitals, and a term proportional to the potential is added.

## Derivation from two products

Half the anticommutator plus half the commutator gives

$$\gamma^\mu\gamma^\nu=g^{\mu\nu}-i\sigma^{\mu\nu},\qquad \gamma^\nu\gamma^\mu=2g^{\mu\nu}-\gamma^\mu\gamma^\nu=g^{\mu\nu}+i\sigma^{\mu\nu}.$$

Contract the first with $p_\nu$ and the second with $q_\nu$:

$$\gamma^\mu\not p=p^\mu-i\sigma^{\mu\nu}p_\nu,\qquad \not q\,\gamma^\mu=q^\mu+i\sigma^{\mu\nu}q_\nu .$$

Their sum is

$$\not q\,\gamma^\mu+\gamma^\mu\not p=(q+p)^\mu+i\sigma^{\mu\nu}(q-p)_\nu .$$

Let the outgoing mass be $m'$, so that $w\not q=m'w$. Between $w$ and $u$ the left side becomes $(m'+m)\,w\gamma^\mu u$. Setting $m'=m$ and dividing by $2m$ gives the identity. At $q=p$ the spin term vanishes and $w\gamma^\mu u=(p^\mu/m)\,wu$.

Subtracting the two products instead gives

$$(m'-m)\,w\gamma^\mu u=w\big[(q-p)^\mu+i\sigma^{\mu\nu}(q+p)_\nu\big]u .$$

If $\gamma_5$ anticommutes with every $\gamma^\nu$, then $\not p\,\gamma_5u=-\gamma_5\not p\,u=-m\gamma_5u$. Replacing $u$ by $\gamma_5u$ and $m$ by $-m$ in the last identity yields the axial version:

$$(m'+m)\,w\gamma^\mu\gamma_5u=w\big[(q-p)^\mu+i\sigma^{\mu\nu}(q+p)_\nu\big]\gamma_5u .$$

## Reading the Lean statement

In `gordon_identity`, `IsClifford g γ` is the anticommutation relation, `hu` and `hw` are the two Dirac equations, and `hm` says that the mass is non-zero. The spacetime index runs over any finite type `ι`, the matrices have any finite size, and `g` is a complex matrix with no prescribed signature.

The functions `p` and `q` hold lower components; `raise` gives upper ones. `slash γ p` is $\not p$, and `sigmaContract γ μ k` is $\sigma^{\mu\nu}k_\nu$. The product `⬝ᵥ` does not conjugate, so `w` is already the row spinor.

In physics $w=\bar u(q)=u(q)^\dagger\gamma^0$. That this row satisfies `hw` follows from the column equation when $q$ and $m$ are real and $(\gamma^\mu)^\dagger=\gamma^0\gamma^\mu\gamma^0$, with $(\gamma^0)^2=1$. The Lean theorem takes the row equation as a hypothesis and leaves this step to the reader.

```lean
import Mathlib

open Matrix
open Complex (I)

namespace GordonIdentity

noncomputable section

variable {ι n : Type*} [Fintype ι] [Fintype n] [DecidableEq n]

/-- The Clifford relation `γ^μ γ^ν + γ^ν γ^μ = 2 g^{μν}` for the metric `g`. -/
def IsClifford (g : Matrix ι ι ℂ) (γ : ι → Matrix n n ℂ) : Prop :=
  ∀ μ ν, γ μ * γ ν + γ ν * γ μ = (2 * g μ ν) • (1 : Matrix n n ℂ)

/-- The slashed momentum `p_ν γ^ν`, from the lower components of `p`. -/
def slash (γ : ι → Matrix n n ℂ) (p : ι → ℂ) : Matrix n n ℂ :=
  ∑ ν, p ν • γ ν

/-- The upper component `p^μ = g^{μν} p_ν`. -/
def raise (g : Matrix ι ι ℂ) (p : ι → ℂ) (μ : ι) : ℂ :=
  ∑ ν, g μ ν * p ν

/-- The spin matrix `σ^{μν} = (i/2) [γ^μ, γ^ν]`. -/
def sigma (γ : ι → Matrix n n ℂ) (μ ν : ι) : Matrix n n ℂ :=
  (I / 2) • (γ μ * γ ν - γ ν * γ μ)

/-- The spin matrix contracted with a momentum, `σ^{μν} k_ν`. -/
def sigmaContract (γ : ι → Matrix n n ℂ) (μ : ι) (k : ι → ℂ) : Matrix n n ℂ :=
  ∑ ν, k ν • sigma γ μ ν

variable {g : Matrix ι ι ℂ} {γ : ι → Matrix n n ℂ} {p q : ι → ℂ} {u w : n → ℂ} {m m' : ℂ}

omit [Fintype ι] in
/-- For matrices obeying the Clifford relation, a product of two splits into metric and spin
parts: `γ^μ γ^ν = g^{μν} - i σ^{μν}`. -/
theorem gamma_mul_gamma (hγ : IsClifford g γ) (μ ν : ι) :
    γ μ * γ ν = g μ ν • (1 : Matrix n n ℂ) - I • sigma γ μ ν := by
  have hs : I • sigma γ μ ν = (-(1 / 2) : ℂ) • (γ μ * γ ν - γ ν * γ μ) := by
    rw [sigma, smul_smul]
    congr 1
    linear_combination (1 / 2 : ℂ) * Complex.I_mul_I
  rw [hs]
  linear_combination (norm := module) (1 / 2 : ℂ) • hγ μ ν

/-- Under the Clifford relation, `γ^μ pslash = p^μ - i σ^{μν} p_ν`. -/
theorem gamma_mul_slash (hγ : IsClifford g γ) (p : ι → ℂ) (μ : ι) :
    γ μ * slash γ p = raise g p μ • (1 : Matrix n n ℂ) - I • sigmaContract γ μ p := by
  rw [slash, raise, sigmaContract, Finset.mul_sum, Finset.sum_smul, Finset.smul_sum,
    ← Finset.sum_sub_distrib]
  refine Finset.sum_congr rfl fun ν _ => ?_
  rw [mul_smul_comm, gamma_mul_gamma hγ]
  module

/-- Under the Clifford relation, `qslash γ^μ = q^μ + i σ^{μν} q_ν`. -/
theorem slash_mul_gamma (hγ : IsClifford g γ) (q : ι → ℂ) (μ : ι) :
    slash γ q * γ μ = raise g q μ • (1 : Matrix n n ℂ) + I • sigmaContract γ μ q := by
  rw [slash, raise, sigmaContract, Finset.sum_mul, Finset.sum_smul, Finset.smul_sum,
    ← Finset.sum_add_distrib]
  refine Finset.sum_congr rfl fun ν _ => ?_
  rw [smul_mul_assoc]
  -- the reversed product is the anticommutator minus the direct product
  linear_combination (norm := module) q ν • hγ μ ν - q ν • gamma_mul_gamma hγ μ ν

omit [DecidableEq n] in
/-- If `pslash u = m u` and `w qslash = m' w`, then for every matrix `X` the momenta next to the
spinors become masses: `w qslash X u = m' w X u` and `w X pslash u = m w X u`. -/
theorem dirac_sandwich (hu : slash γ p *ᵥ u = m • u) (hw : w ᵥ* slash γ q = m' • w)
    (X : Matrix n n ℂ) :
    w ⬝ᵥ (slash γ q * X) *ᵥ u = m' * (w ⬝ᵥ X *ᵥ u) ∧
      w ⬝ᵥ (X * slash γ p) *ᵥ u = m * (w ⬝ᵥ X *ᵥ u) := by
  constructor
  · rw [← Matrix.mulVec_mulVec, Matrix.dotProduct_mulVec, hw, smul_dotProduct, smul_eq_mul]
  · rw [← Matrix.mulVec_mulVec, hu, Matrix.mulVec_smul, dotProduct_smul, smul_eq_mul]

/-- Gordon identity for a transition between masses `m` and `m'`: under the Clifford relation and
the Dirac equations `pslash u = m u`, `w qslash = m' w`,
`(m' + m) w γ^μ u = w ((q+p)^μ + i σ^{μν} (q-p)_ν) u`. -/
theorem gordon_transition (hγ : IsClifford g γ) (hu : slash γ p *ᵥ u = m • u)
    (hw : w ᵥ* slash γ q = m' • w) (μ : ι) :
    (m' + m) * (w ⬝ᵥ γ μ *ᵥ u) =
      w ⬝ᵥ (raise g (q + p) μ • (1 : Matrix n n ℂ) + I • sigmaContract γ μ (q - p)) *ᵥ u := by
  have key : raise g (q + p) μ • (1 : Matrix n n ℂ) + I • sigmaContract γ μ (q - p) =
      slash γ q * γ μ + γ μ * slash γ p := by
    rw [slash_mul_gamma hγ, gamma_mul_slash hγ]
    simp only [raise, sigmaContract, Pi.add_apply, Pi.sub_apply, mul_add, sub_smul,
      Finset.sum_add_distrib, Finset.sum_sub_distrib]
    module
  obtain ⟨h1, h2⟩ := dirac_sandwich hu hw (γ μ)
  rw [key, Matrix.add_mulVec, dotProduct_add, h1, h2]
  ring

/-- **Gordon identity.** Under the Clifford relation, if `pslash u = m u`, `w qslash = m w` and
`m ≠ 0`, then `w γ^μ u = w ((q+p)^μ + i σ^{μν} (q-p)_ν) u / (2m)`. -/
theorem gordon_identity (hγ : IsClifford g γ) (hm : m ≠ 0) (hu : slash γ p *ᵥ u = m • u)
    (hw : w ᵥ* slash γ q = m • w) (μ : ι) :
    w ⬝ᵥ γ μ *ᵥ u =
      (w ⬝ᵥ (raise g (q + p) μ • (1 : Matrix n n ℂ)
        + I • sigmaContract γ μ (q - p)) *ᵥ u) / (2 * m) := by
  rw [eq_div_iff (mul_ne_zero two_ne_zero hm), ← gordon_transition hγ hu hw μ]
  ring

/-- Forward case `q = p`: under the Clifford relation, if `pslash u = m u`, `w pslash = m w` and
`m ≠ 0`, then `w γ^μ u = (p^μ / m) w u`. -/
theorem gordon_forward (hγ : IsClifford g γ) (hm : m ≠ 0) (hu : slash γ p *ᵥ u = m • u)
    (hw : w ᵥ* slash γ p = m • w) (μ : ι) :
    w ⬝ᵥ γ μ *ᵥ u = raise g p μ / m * (w ⬝ᵥ u) := by
  have h1 : raise g (p + p) μ = 2 * raise g p μ := by
    simp only [raise, Pi.add_apply, mul_add, Finset.sum_add_distrib]
    ring
  have h0 : sigmaContract γ μ (p - p) = 0 := by simp [sigmaContract]
  -- the spin term drops out at zero momentum transfer
  rw [gordon_identity hγ hm hu hw μ, h1, h0, smul_zero, add_zero, Matrix.smul_mulVec,
    Matrix.one_mulVec, dotProduct_smul, smul_eq_mul]
  field_simp

/-- Complementary identity: under the Clifford relation and the Dirac equations `pslash u = m u`,
`w qslash = m' w`, `(m' - m) w γ^μ u = w ((q-p)^μ + i σ^{μν} (q+p)_ν) u`. -/
theorem gordon_difference (hγ : IsClifford g γ) (hu : slash γ p *ᵥ u = m • u)
    (hw : w ᵥ* slash γ q = m' • w) (μ : ι) :
    (m' - m) * (w ⬝ᵥ γ μ *ᵥ u) =
      w ⬝ᵥ (raise g (q - p) μ • (1 : Matrix n n ℂ) + I • sigmaContract γ μ (q + p)) *ᵥ u := by
  have key : raise g (q - p) μ • (1 : Matrix n n ℂ) + I • sigmaContract γ μ (q + p) =
      slash γ q * γ μ - γ μ * slash γ p := by
    rw [slash_mul_gamma hγ, gamma_mul_slash hγ]
    simp only [raise, sigmaContract, Pi.add_apply, Pi.sub_apply, mul_sub, add_smul,
      Finset.sum_add_distrib, Finset.sum_sub_distrib]
    module
  obtain ⟨h1, h2⟩ := dirac_sandwich hu hw (γ μ)
  rw [key, Matrix.sub_mulVec, dotProduct_sub, h1, h2]
  ring

/-- Axial Gordon identity: under the Clifford relation, for `γ5` anticommuting with every `γ^ν`,
and with `pslash u = m u`, `w qslash = m' w`,
`(m' + m) w γ^μ γ5 u = w ((q-p)^μ + i σ^{μν} (q+p)_ν) γ5 u`. -/
theorem gordon_axial (hγ : IsClifford g γ) {γ5 : Matrix n n ℂ}
    (h5 : ∀ ν, γ5 * γ ν = -(γ ν * γ5)) (hu : slash γ p *ᵥ u = m • u)
    (hw : w ᵥ* slash γ q = m' • w) (μ : ι) :
    (m' + m) * (w ⬝ᵥ (γ μ * γ5) *ᵥ u) =
      w ⬝ᵥ (raise g (q - p) μ • (1 : Matrix n n ℂ)
        + I • sigmaContract γ μ (q + p)) *ᵥ (γ5 *ᵥ u) := by
  -- `γ5 u` solves the Dirac equation with the opposite mass
  have hs : slash γ p * γ5 = -(γ5 * slash γ p) := by
    simp only [slash, Finset.mul_sum, Finset.sum_mul, mul_smul_comm, smul_mul_assoc, h5,
      smul_neg, Finset.sum_neg_distrib, neg_neg]
  have hu5 : slash γ p *ᵥ (γ5 *ᵥ u) = (-m) • (γ5 *ᵥ u) := by
    rw [Matrix.mulVec_mulVec, hs, Matrix.neg_mulVec, ← Matrix.mulVec_mulVec, hu,
      Matrix.mulVec_smul, neg_smul]
  rw [← gordon_difference hγ hu5 hw μ, Matrix.mulVec_mulVec]
  ring

/-- An instance in 1+1 dimensions with metric `(+,-)`: explicit `γ^0`, `γ^1`, `γ5`, a column
spinor with `p_ν = (5,-3)` and a row spinor with `q_ν = (4,0)`, both of mass 4, satisfy the
Clifford, anticommutation and Dirac relations, and `w γ^1 u = 1`. -/
theorem gordon_witness :
    let γ : Fin 2 → Matrix (Fin 2) (Fin 2) ℂ := ![!![1, 0; 0, -1], !![0, 1; -1, 0]]
    IsClifford !![1, 0; 0, -1] γ ∧
      (∀ ν, !![0, 1; 1, 0] * γ ν = -(γ ν * !![0, 1; 1, 0])) ∧
      slash γ ![5, -3] *ᵥ ![3, 1] = (4 : ℂ) • ![3, 1] ∧
      ![1, 0] ᵥ* slash γ ![4, 0] = (4 : ℂ) • ![1, 0] ∧
      ![1, 0] ⬝ᵥ γ 1 *ᵥ ![3, 1] = 1 := by
  intro γ
  refine ⟨?_, ?_, ?_, ?_, ?_⟩
  · intro μ ν
    ext i j
    fin_cases μ <;> fin_cases ν <;> fin_cases i <;> fin_cases j <;>
      simp [γ] <;> norm_num
  · intro ν
    ext i j
    fin_cases ν <;> fin_cases i <;> fin_cases j <;>
      simp [γ, Matrix.mul_apply, Fin.sum_univ_two]
  · ext i
    fin_cases i <;>
      simp [γ, slash, Matrix.mulVec, dotProduct, Fin.sum_univ_two] <;> norm_num
  · ext i
    fin_cases i <;>
      simp [γ, slash, Matrix.vecMul, dotProduct, Fin.sum_univ_two]
  · simp [γ, Matrix.mulVec, dotProduct, Fin.sum_univ_two]

end

end GordonIdentity
```

```lean
#print axioms GordonIdentity.gordon_identity
#print axioms GordonIdentity.gordon_forward
#print axioms GordonIdentity.gordon_axial
```

```
'GordonIdentity.gordon_identity' depends on axioms: [propext, Classical.choice, Quot.sound]
'GordonIdentity.gordon_forward' depends on axioms: [propext, Classical.choice, Quot.sound]
'GordonIdentity.gordon_axial' depends on axioms: [propext, Classical.choice, Quot.sound]
```

## From matrix products to currents

`gamma_mul_gamma` uses $i^2=-1$ to write $i\sigma^{\mu\nu}$ as minus half the commutator, then adds half the Clifford relation. `gamma_mul_slash` and `slash_mul_gamma` carry out the two contractions term by term under the sum.

`dirac_sandwich` moves each slashed momentum next to its spinor and replaces it by a mass. In `gordon_transition`, the equation `key` is the sum of the two products, and `h1` and `h2` evaluate it between the spinors. `gordon_identity` sets the masses equal and clears the denominator $2m$; `gordon_forward` specialises it to $q=p$.

`gordon_difference` repeats the argument with a minus sign. `gordon_axial` proves in `hu5` that $\gamma_5u$ has mass $-m$ and passes this to `gordon_difference`.

`gordon_witness` checks, entry by entry, a 1+1-dimensional example of mass 4 with the incoming particle moving and the outgoing one at rest. Its spinors $(3,1)$ and $(1,0)$ give $w\gamma^1u=1$; with both scaled to $\bar uu=1$, the value is $1/(2\sqrt2)$. In the unscaled current, the convection term contributes $9/8$ and the $\sigma^{\mu\nu}$ term $-1/8$. One space dimension has no rotations, so the example tests the algebra and not the magnetic moment.
